# The periodic fourth-order Laplacian is $L-\tfrac{h^2}{12}L^2$

On a one-dimensional periodic grid of $n\ge 1$ points with spacing $h>0$, the five-point stencil $L_4$ with weights $(-1,16,-30,16,-1)/(12h^2)$ equals $L-\tfrac{h^2}{12}L^2$, where $L$ is the three-point Laplacian with weights $(1,-2,1)/h^2$. It follows that $L_4$ is Hermitian and negative semidefinite, and that its kinetic energy is never below that of $L$, with equality exactly when the grid function takes the same value at all neighbouring points.

```lean
import Mathlib

open ComplexConjugate Finset

namespace PeriodicFourthOrderLaplacian

noncomputable section

variable {n : ℕ} [NeZero n]

/-- Three-point Laplacian with weights `(1, -2, 1) / h²` on the periodic grid. -/
def lap (h : ℝ) (ψ : ZMod n → ℂ) : ZMod n → ℂ :=
  fun j => (ψ (j + 1) - 2 * ψ j + ψ (j - 1)) / (h : ℂ) ^ 2

/-- Fourth-order Laplacian with weights `(-1, 16, -30, 16, -1) / (12 h²)` on the periodic grid. -/
def lap4 (h : ℝ) (ψ : ZMod n → ℂ) : ZMod n → ℂ :=
  fun j => (-ψ (j + 2) + 16 * ψ (j + 1) - 30 * ψ j + 16 * ψ (j - 1) - ψ (j - 2))
    / (12 * (h : ℂ) ^ 2)

/-- Forward difference `(ψ(j+1) - ψ(j)) / h` on the periodic grid. -/
def fwdDiff (h : ℝ) (ψ : ZMod n → ℂ) : ZMod n → ℂ :=
  fun j => (ψ (j + 1) - ψ j) / (h : ℂ)

/-- Grid inner product `⟨φ, ψ⟩ = ∑ conj φ(j) ψ(j)`. -/
def braket (φ ψ : ZMod n → ℂ) : ℂ := ∑ j, conj (φ j) * ψ j

/-- Squared grid norm `∑ |ψ(j)|²`. -/
def normSqSum (ψ : ZMod n → ℂ) : ℝ := ∑ j, Complex.normSq (ψ j)

/-- The quadratic form `-½ Re ⟨ψ, A ψ⟩`; for a discrete Laplacian `A` and `‖ψ‖² = 1` it is the
kinetic energy in atomic units. No normalisation of `ψ` is built in. -/
def kinetic (A : (ZMod n → ℂ) → ZMod n → ℂ) (ψ : ZMod n → ℂ) : ℝ :=
  -(1 / 2) * (braket ψ (A ψ)).re

omit [NeZero n] in
/-- The fourth-order stencil equals `L - (h²/12) L²` with `L` the three-point Laplacian. -/
theorem lap4_eq {h : ℝ} (hh : h ≠ 0) (ψ : ZMod n → ℂ) (j : ZMod n) :
    lap4 h ψ j = lap h ψ j - (h : ℂ) ^ 2 / 12 * lap h (lap h ψ) j := by
  have hc : (h : ℂ) ≠ 0 := by exact_mod_cast hh
  have e1 : j + 1 + 1 = j + 2 := by ring
  have e2 : j + 1 - 1 = j := by ring
  have e3 : j - 1 + 1 = j := by ring
  have e4 : j - 1 - 1 = j - 2 := by ring
  simp only [lap4, lap, e1, e2, e3, e4]
  field_simp
  ring

/-- The three-point Laplacian is Hermitian: `⟨φ, Lψ⟩ = ⟨Lφ, ψ⟩`. -/
theorem lap_hermitian (h : ℝ) (φ ψ : ZMod n → ℂ) :
    braket φ (lap h ψ) = braket (lap h φ) ψ := by
  -- periodic shifts of the summation index
  have s1 : ∑ j, conj (φ j) * ψ (j + 1) = ∑ j, conj (φ (j - 1)) * ψ j :=
    Fintype.sum_equiv (Equiv.addRight (1 : ZMod n)) _ _ (fun j => by simp)
  have s2 : ∑ j, conj (φ (j + 1)) * ψ j = ∑ j, conj (φ j) * ψ (j - 1) :=
    Fintype.sum_equiv (Equiv.addRight (1 : ZMod n)) _ _ (fun j => by simp)
  have a : ∀ j, conj (φ j) * lap h ψ j
      = (conj (φ j) * ψ (j + 1) - 2 * (conj (φ j) * ψ j) + conj (φ j) * ψ (j - 1))
        / (h : ℂ) ^ 2 := by
    intro j
    simp only [lap]
    ring
  have b : ∀ j, conj (lap h φ j) * ψ j
      = (conj (φ (j + 1)) * ψ j - 2 * (conj (φ j) * ψ j) + conj (φ (j - 1)) * ψ j)
        / (h : ℂ) ^ 2 := by
    intro j
    simp only [lap, map_div₀, map_add, map_sub, map_mul, map_pow, map_ofNat,
      Complex.conj_ofReal]
    ring
  simp only [braket, a, b, ← sum_div, sum_add_distrib, sum_sub_distrib]
  rw [s1, s2]
  ring

/-- Matrix elements of the fourth-order stencil: `⟨φ, L₄ψ⟩ = ⟨φ, Lψ⟩ - (h²/12) ⟨Lφ, Lψ⟩`. -/
theorem braket_lap4 {h : ℝ} (hh : h ≠ 0) (φ ψ : ZMod n → ℂ) :
    braket φ (lap4 h ψ)
      = braket φ (lap h ψ) - (h : ℂ) ^ 2 / 12 * braket (lap h φ) (lap h ψ) := by
  rw [← lap_hermitian h φ (lap h ψ)]
  simp only [braket]
  rw [mul_sum, ← sum_sub_distrib]
  refine sum_congr rfl fun j _ => ?_
  rw [lap4_eq hh]
  ring

/-- The fourth-order Laplacian is Hermitian: `⟨φ, L₄ψ⟩ = ⟨L₄φ, ψ⟩`. -/
theorem lap4_hermitian {h : ℝ} (hh : h ≠ 0) (φ ψ : ZMod n → ℂ) :
    braket φ (lap4 h ψ) = braket (lap4 h φ) ψ := by
  rw [braket_lap4 hh, lap_hermitian h φ ψ, lap_hermitian h (lap h φ) ψ]
  simp only [braket]
  rw [mul_sum, ← sum_sub_distrib]
  refine sum_congr rfl fun j _ => ?_
  rw [lap4_eq hh]
  simp only [map_div₀, map_sub, map_mul, map_pow, map_ofNat, Complex.conj_ofReal]
  ring

/-- The inner product of a grid function with itself is its squared norm. -/
theorem braket_self (ψ : ZMod n → ℂ) : braket ψ ψ = (normSqSum ψ : ℂ) := by
  simp only [braket, normSqSum, Complex.ofReal_sum, Complex.normSq_eq_conj_mul_self]

/-- Summation by parts: `⟨ψ, Lψ⟩ = -‖Dψ‖²` with `D` the forward difference. -/
theorem braket_lap (h : ℝ) (ψ : ZMod n → ℂ) :
    braket ψ (lap h ψ) = -(normSqSum (fwdDiff h ψ) : ℂ) := by
  rw [← braket_self]
  have s1 : ∑ j, conj (ψ (j + 1)) * ψ (j + 1) = ∑ j, conj (ψ j) * ψ j :=
    Fintype.sum_equiv (Equiv.addRight (1 : ZMod n)) _ _ (fun j => by simp)
  have s2 : ∑ j, conj (ψ (j + 1)) * ψ j = ∑ j, conj (ψ j) * ψ (j - 1) :=
    Fintype.sum_equiv (Equiv.addRight (1 : ZMod n)) _ _ (fun j => by simp)
  have a : ∀ j, conj (ψ j) * lap h ψ j
      = (conj (ψ j) * ψ (j + 1) - conj (ψ j) * ψ j - conj (ψ j) * ψ j
        + conj (ψ j) * ψ (j - 1)) / (h : ℂ) ^ 2 := by
    intro j
    simp only [lap]
    ring
  have b : ∀ j, conj (fwdDiff h ψ j) * fwdDiff h ψ j
      = (conj (ψ (j + 1)) * ψ (j + 1) - conj (ψ (j + 1)) * ψ j - conj (ψ j) * ψ (j + 1)
        + conj (ψ j) * ψ j) / (h : ℂ) ^ 2 := by
    intro j
    simp only [fwdDiff, map_div₀, map_sub, Complex.conj_ofReal]
    ring
  simp only [braket, a, b, ← sum_div, sum_add_distrib, sum_sub_distrib]
  rw [s1, s2]
  ring

/-- For `ψ` not assumed normalised, the quadratic form `⟨ψ, L₄ψ⟩` equals `-(‖Dψ‖² + (h²/12) ‖Lψ‖²)`. -/
theorem braket_lap4_self {h : ℝ} (hh : h ≠ 0) (ψ : ZMod n → ℂ) :
    braket ψ (lap4 h ψ)
      = ((-(normSqSum (fwdDiff h ψ) + h ^ 2 / 12 * normSqSum (lap h ψ)) : ℝ) : ℂ) := by
  rw [braket_lap4 hh, braket_lap, braket_self]
  push_cast
  ring

/-- The fourth-order kinetic energy equals the three-point one plus `(h²/24) ‖Lψ‖²`. -/
theorem kinetic_gap {h : ℝ} (hh : h ≠ 0) (ψ : ZMod n → ℂ) :
    kinetic (lap4 h) ψ = kinetic (lap h) ψ + h ^ 2 / 24 * normSqSum (lap h ψ) := by
  unfold kinetic
  rw [braket_lap4_self hh, braket_lap, Complex.neg_re, Complex.ofReal_re, Complex.ofReal_re]
  ring

/-- For `h > 0` the fourth-order stencil equals `L - (h²/12) L²`, is Hermitian, has real
nonpositive expectation values, and its kinetic energy is at least the nonnegative
three-point kinetic energy. -/
theorem fourth_order_stencil {h : ℝ} (hh : 0 < h) :
    (∀ ψ : ZMod n → ℂ, lap4 h ψ = lap h ψ - ((h : ℂ) ^ 2 / 12) • lap h (lap h ψ)) ∧
    (∀ φ ψ : ZMod n → ℂ, braket φ (lap4 h ψ) = braket (lap4 h φ) ψ) ∧
    (∀ ψ : ZMod n → ℂ, (braket ψ (lap4 h ψ)).im = 0 ∧ (braket ψ (lap4 h ψ)).re ≤ 0) ∧
    (∀ ψ : ZMod n → ℂ, 0 ≤ kinetic (lap h) ψ ∧ kinetic (lap h) ψ ≤ kinetic (lap4 h) ψ) := by
  have nn : ∀ ψ : ZMod n → ℂ, 0 ≤ normSqSum ψ :=
    fun ψ => sum_nonneg fun j _ => Complex.normSq_nonneg _
  refine ⟨fun ψ => funext fun j => lap4_eq hh.ne' ψ j, lap4_hermitian hh.ne',
    fun ψ => ?_, fun ψ => ⟨?_, ?_⟩⟩
  · rw [braket_lap4_self hh.ne', Complex.ofReal_im, Complex.ofReal_re]
    have := mul_nonneg (by positivity : 0 ≤ h ^ 2 / 12) (nn (lap h ψ))
    exact ⟨rfl, by linarith [nn (fwdDiff h ψ)]⟩
  · unfold kinetic
    rw [braket_lap, Complex.neg_re, Complex.ofReal_re]
    linarith [nn (fwdDiff h ψ)]
  · have := mul_nonneg (by positivity : 0 ≤ h ^ 2 / 24) (nn (lap h ψ))
    rw [kinetic_gap hh.ne']
    linarith

/-- For `h > 0` the two kinetic energies coincide exactly when the grid function takes the
same value at all neighbouring points. -/
theorem kinetic_eq_iff {h : ℝ} (hh : 0 < h) (ψ : ZMod n → ℂ) :
    kinetic (lap4 h) ψ = kinetic (lap h) ψ ↔ ∀ j, ψ (j + 1) = ψ j := by
  have hc : (h : ℂ) ≠ 0 := by exact_mod_cast hh.ne'
  have z : ∀ f : ZMod n → ℂ, normSqSum f = 0 ↔ ∀ j, f j = 0 := by
    intro f
    unfold normSqSum
    rw [sum_eq_zero_iff_of_nonneg fun j _ => Complex.normSq_nonneg _]
    simp
  have hp : h ^ 2 / 24 ≠ 0 := by positivity
  rw [kinetic_gap hh.ne']
  constructor
  · intro he j
    -- equality forces `Lψ = 0`, and summation by parts then gives `Dψ = 0`
    have h0 : h ^ 2 / 24 * normSqSum (lap h ψ) = 0 := by linarith
    have h1 := (z _).1 ((mul_eq_zero.1 h0).resolve_left hp)
    have h2 : braket ψ (lap h ψ) = 0 := by simp [braket, h1]
    rw [braket_lap, neg_eq_zero, Complex.ofReal_eq_zero] at h2
    have h3 : (ψ (j + 1) - ψ j) / (h : ℂ) = 0 := (z _).1 h2 j
    exact sub_eq_zero.1 ((div_eq_zero_iff.1 h3).resolve_right hc)
  · intro hψ
    have h0 : normSqSum (lap h ψ) = 0 := by
      refine (z _).2 fun j => ?_
      have e := hψ (j - 1)
      rw [sub_add_cancel] at e
      simp only [lap]
      rw [hψ j, ← e]
      ring
    rw [h0, mul_zero, add_zero]

end

end PeriodicFourthOrderLaplacian
```

```lean
#print axioms PeriodicFourthOrderLaplacian.fourth_order_stencil
-- 'PeriodicFourthOrderLaplacian.fourth_order_stencil' depends on axioms: [propext, Classical.choice, Quot.sound]
#print axioms PeriodicFourthOrderLaplacian.kinetic_eq_iff
-- 'PeriodicFourthOrderLaplacian.kinetic_eq_iff' depends on axioms: [propext, Classical.choice, Quot.sound]
```

## The statement and its physics

A grid function is `ψ : ZMod n → ℂ`. The index $j$ is an integer modulo $n$, so $j\pm1$ and $j\pm2$ wrap around the ring, and the periodic boundary condition is built into the index type. The assumption `NeZero n` means $n\ge1$. The definitions `lap`, `lap4` and `fwdDiff` are

$$(L\psi)(j)=\frac{\psi(j+1)-2\psi(j)+\psi(j-1)}{h^2},\qquad (D\psi)(j)=\frac{\psi(j+1)-\psi(j)}{h},$$

$$(L_4\psi)(j)=\frac{-\psi(j+2)+16\psi(j+1)-30\psi(j)+16\psi(j-1)-\psi(j-2)}{12h^2}.$$

The inner product `braket` is $\langle\varphi,\psi\rangle=\sum_j\overline{\varphi(j)}\,\psi(j)$, antilinear in the first slot, and `normSqSum` is $\|\psi\|^2=\sum_j|\psi(j)|^2$. Neither carries the quadrature weight $h$; including it would multiply $\langle\psi,A\psi\rangle$ and $\|\psi\|^2$ by the same factor $h$ and leave their ratio unchanged. The function `kinetic A ψ` is $-\tfrac12\operatorname{Re}\langle\psi,A\psi\rangle$, in atomic units with unit mass. I write $T_3$ for `kinetic (lap h) ψ` and $T_4$ for `kinetic (lap4 h) ψ`. The theorems do not normalise $\psi$, so these numbers are expectation values when $\|\psi\|^2=1$ and have to be divided by $\|\psi\|^2$ otherwise.

For $h>0$, `fourth_order_stencil` has four parts. First, $L_4\psi=L\psi-\tfrac{h^2}{12}L(L\psi)$ as functions on the grid. Second, $\langle\varphi,L_4\psi\rangle=\langle L_4\varphi,\psi\rangle$ for all $\varphi,\psi$, which is the form hermiticity takes here. Third, $\langle\psi,L_4\psi\rangle$ has zero imaginary part and nonpositive real part. Fourth, $0\le T_3\le T_4$. The size of the gap is given by `kinetic_gap`, and `kinetic_eq_iff` says that $T_4=T_3$ if and only if $\psi(j+1)=\psi(j)$ for every $j$.

In a real-space discretisation of a one-particle Hamiltonian on a uniform, periodic, one-dimensional grid, this means that $-\tfrac12L_4$ is a Hermitian kinetic operator with nonnegative expectation values, and that replacing $L$ by $L_4$ raises the kinetic energy of every non-constant state. The statements are algebraic facts at fixed $n$ and $h$. "Fourth-order" is the name of the stencil; no smooth function, Taylor remainder or limit $h\to0$ occurs in the file, and neither energy is compared with the continuum kinetic energy.

## Derivation

Applying $L$ to $L\psi$ gives
$$(L^2\psi)(j)=\frac{(L\psi)(j+1)-2(L\psi)(j)+(L\psi)(j-1)}{h^2}=\frac{\psi(j+2)-4\psi(j+1)+6\psi(j)-4\psi(j-1)+\psi(j-2)}{h^4}.$$
On the points $j+2,\dots,j-2$ and over the common denominator $12h^2$, the operator $L$ has weights $(0,12,-24,12,0)$ and $\tfrac{h^2}{12}L^2$ has weights $(1,-4,6,-4,1)$. Their difference is $(-1,16,-30,16,-1)$, which is $L_4$.

For hermiticity of $L$, expand
$$h^2\langle\varphi,L\psi\rangle=\sum_j\overline{\varphi(j)}\,\psi(j+1)-2\sum_j\overline{\varphi(j)}\,\psi(j)+\sum_j\overline{\varphi(j)}\,\psi(j-1).$$
A shift of $j$ by one runs through the ring once and leaves no boundary term. The first sum becomes $\sum_j\overline{\varphi(j-1)}\,\psi(j)$ and the third becomes $\sum_j\overline{\varphi(j+1)}\,\psi(j)$. Since $h$ is real, the total is $h^2\langle L\varphi,\psi\rangle$.

Moving $L$ across the inner product one factor at a time,
$$\langle\varphi,L_4\psi\rangle=\langle\varphi,L\psi\rangle-\tfrac{h^2}{12}\langle L\varphi,L\psi\rangle=\langle L\varphi,\psi\rangle-\tfrac{h^2}{12}\langle L^2\varphi,\psi\rangle=\langle L_4\varphi,\psi\rangle,$$
where the last step uses that $h^2/12$ is real.

For summation by parts, expand
$$h^2\|D\psi\|^2=\sum_j\Big(|\psi(j+1)|^2-\overline{\psi(j+1)}\,\psi(j)-\overline{\psi(j)}\,\psi(j+1)+|\psi(j)|^2\Big).$$
Shifting the first term gives $\sum_j|\psi(j)|^2$, and shifting the second gives $-\sum_j\overline{\psi(j)}\,\psi(j-1)$. The total is $-h^2\langle\psi,L\psi\rangle$, so $\langle\psi,L\psi\rangle=-\|D\psi\|^2$ and $T_3=\tfrac12\|D\psi\|^2\ge0$.

Setting $\varphi=\psi$ in the first equality of the hermiticity chain gives
$$\langle\psi,L_4\psi\rangle=-\Big(\|D\psi\|^2+\tfrac{h^2}{12}\|L\psi\|^2\Big),\qquad T_4=T_3+\tfrac{h^2}{24}\|L\psi\|^2 .$$
The first expression is real and nonpositive, and the second gives $T_3\le T_4$.

If $T_4=T_3$, then $\|L\psi\|^2=0$, so $L\psi=0$. Then $\|D\psi\|^2=-\langle\psi,L\psi\rangle=0$, so $\psi(j+1)=\psi(j)$ for all $j$. Conversely, if neighbouring values agree, then $\psi(j+1)=\psi(j)=\psi(j-1)$, so $L\psi=0$ and the gap vanishes.

## The Lean proof

In `lap4_eq` the four index identities `e1` to `e4`, such as `j + 1 + 1 = j + 2`, bring the nested shifts of $L^2$ to the five points of the stencil. Then `field_simp` clears the powers of $h$ and `ring` compares the weights. No sum occurs, and the line `omit [NeZero n] in` removes the assumption $n\ge1$, so this lemma also holds for `ZMod 0`, which is the infinite lattice $\mathbb Z$.

The lemmas `lap_hermitian` and `braket_lap` have the same structure. The facts `a` and `b` expand the summands of the two sides, with the conjugation pushed through quotients and differences and removed from the real $h$ by `Complex.conj_ofReal`. The sum is then split into one sum per term, `s1` and `s2` perform the two shifts, and `ring` matches what remains.

The shifts are the step on which the proof turns. `Equiv.addRight (1 : ZMod n)` is the map $j\mapsto j+1$ packaged with its inverse $j\mapsto j-1$ as a bijection $e$ of the grid. `Fintype.sum_equiv` takes such a bijection, two summands $f$ and $g$, and a proof that $f(j)=g(e(j))$ for every $j$, and returns $\sum_jf(j)=\sum_jg(j)$. In `s1` of `lap_hermitian`, $f(j)=\overline{\varphi(j)}\,\psi(j+1)$ and $g(j)=\overline{\varphi(j-1)}\,\psi(j)$, and the pointwise condition reduces to $(j+1)-1=j$, which `simp` supplies. Because `ZMod n` is a group under addition, the end points of the grid and the small sizes $n=1,2$ need no separate treatment.

`braket_lap4` is the first equality of the hermiticity chain: it rewrites $\langle L\varphi,L\psi\rangle$ back to $\langle\varphi,L^2\psi\rangle$ and applies `lap4_eq` term by term. `lap4_hermitian` continues with two further uses of `lap_hermitian`. With `braket_self`, which identifies $\langle\psi,\psi\rangle$ with $\|\psi\|^2$, `braket_lap4_self` writes $\langle\psi,L_4\psi\rangle$ as a real number cast to $\mathbb C$, so its imaginary and real parts can be read off directly. `kinetic_gap` takes the real part. The main theorem adds `nn`, the nonnegativity of squared norms, and closes the inequalities with `linarith`. In `kinetic_eq_iff` the fact `z` says that a squared norm vanishes exactly when every entry does, and `h1`, `h2`, `h3` are the steps $L\psi=0$, $\langle\psi,L\psi\rangle=0$ and $D\psi=0$.

## Small cases, counter-examples and code

The examples below are worked out on paper from the definitions and are not statements in the file.

For $n=1$ every shift is the identity, and the weights of each stencil sum to zero. Both operators vanish, $T_3=T_4=0$, and the only grid functions are constant. For $n=2$ one has $j+1=j-1$ and $j\pm2=j$, so $(L\psi)(j)=2\,(\psi(j+1)-\psi(j))/h^2$ and $(L_4\psi)(j)=\tfrac83\,(\psi(j+1)-\psi(j))/h^2$. The normalised state $(\psi(0),\psi(1))=(1,-1)/\sqrt2$ has $T_3=2/h^2$ and $T_4=8/(3h^2)$. The gap $2/(3h^2)$ agrees with $\tfrac{h^2}{24}\cdot 16/h^4$.

For a normalised plane wave $\psi(j)=e^{ikhj}/\sqrt n$, with wavenumber $k$ such that $khn$ is a multiple of $2\pi$, put $s=\sin(kh/2)$. Then $T_3=2s^2/h^2$ and $T_4=T_3\,(1+s^2/3)$. At small $kh$, $T_3\approx k^2/2-h^2k^4/24$, and the gap $\approx h^2k^4/24$ cancels the leading error.

The hypothesis on $h$ matters through $h\ne0$; its sign is a convention, and the lemmas up to `kinetic_gap` ask for `h ≠ 0` at most. At $h=0$ Lean's division by zero returns $0$, so both operators vanish and $T_4=T_3$ for the $n=2$ state above although $\psi(1)\ne\psi(0)$, which contradicts the equivalence in `kinetic_eq_iff`.

On a finite grid the operator identity depends on how the boundary is treated: it holds for periodic wrapping and fails for zero padding. Take a box with one interior point, $h=1$, and all outside values set to zero. The three-point matrix is the number $-2$, so $L-\tfrac1{12}L^2=-28/12$, while the zero-padded five-point stencil gives $-30/12$. The two differ because the truncated $L$ discards the values of $L\psi$ at the neighbouring outside points before it is applied again. Periodicity is not the only boundary rule that preserves the identity: if the two points beyond the walls carry minus the interior value (odd reflection), the five-point stencil gives $(1-30+1)/12=-28/12$, in agreement with $L-\tfrac1{12}L^2$.

In array code the periodic shift is a roll. With NumPy, `lap = lambda p: (np.roll(p,-1) - 2*p + np.roll(p,1)) / h**2` applies $L$, and with `q = lap(psi)` the five-point result is `q - h**2/12 * lap(q)`, up to rounding. The array `q` also gives $T_4-T_3$ as `h**2/24 * np.vdot(q, q).real`, so a three-point calculation can report, for its current $\psi$ scaled to $\sum_j|\psi(j)|^2=1$, how much the five-point stencil would add to the kinetic energy.
